# For a unitary two-lead scattering matrix, transmission eigenvalues lie in [0,1] and total transmission is at most the smaller channel number

## Does flux conservation alone bound the transmission?

I describe a two-lead conductor at a fixed energy by one finite complex matrix in a basis of flux-normalised open channels, and I take its unitarity as given instead of deriving it from a Hamiltonian. The left lead has a set $L$ of channels and the right lead a set $R$, possibly of different sizes, and

$$S=\begin{pmatrix} r & t'\\ t & r'\end{pmatrix}.$$

Here $r$ and $t$ reflect and transmit waves that come in from the left, and $r'$ and $t'$ do the same for waves from the right. I was taught that the eigenvalues of $t^\dagger t$ are probabilities, and that $\operatorname{Tr} t^\dagger t$ can't exceed the number of channels in the narrower lead. Does all of this follow from $S$ being unitary, with no further symmetry? I would like to see every step, and a proof in Lean 4 with Mathlib that a machine has checked.

## Block identities and the bounds they give

Yes, unitarity is enough. Collect the incoming amplitudes in $a=(a_L,a_R)$ and the outgoing ones in $b=Sa$, so that $b_L=r a_L+t'a_R$ and $b_R=t a_L+r'a_R$. Flux normalisation means that the squared modulus of an amplitude is the current carried by its channel. Conservation of current for every $a$ then reads $\|Sa\|^2=\|a\|^2$, which is $S^\dagger S=1$. Since $S$ is a finite square matrix, $SS^\dagger=1$ follows.

**Sum rules.** With

$$S^\dagger=\begin{pmatrix} r^\dagger & t^\dagger\\ t'^\dagger & r'^\dagger\end{pmatrix},$$

the upper left block of $S^\dagger S=1$ is

$$r^\dagger r+t^\dagger t=1_L, \tag{1}$$

and the two diagonal blocks of $SS^\dagger=1$ are

$$rr^\dagger+t't'^\dagger=1_L,\qquad tt^\dagger+r'r'^\dagger=1_R. \tag{2}$$

**Positivity.** For any vector $v$ of left-channel amplitudes, $v^\dagger t^\dagger t\,v=\|tv\|^2\ge 0$. By (1), $v^\dagger(1-t^\dagger t)v=v^\dagger r^\dagger r\,v=\|rv\|^2\ge 0$. Both matrices are Hermitian, so both are positive semidefinite.

**Eigenvalues.** Let $t^\dagger t\,v=\mu v$ with $v\neq 0$. Multiplying from the left by $v^\dagger$ gives $\|tv\|^2=\mu\|v\|^2$, hence

$$\mu=\frac{\|tv\|^2}{\|v\|^2}\ge 0,$$

and $\mu$ is real. The same $v$ satisfies $(1-t^\dagger t)v=(1-\mu)v$, so

$$1-\mu=\frac{\|rv\|^2}{\|v\|^2}\ge 0.$$

Thus $0\le\mu\le 1$: for an incoming wave shaped like $v$, $\mu$ is the transmitted fraction of the current and $1-\mu$ the reflected fraction.

**Total transmission.** The trace $\operatorname{Tr}t^\dagger t=\sum_{j\in R,\,l\in L}|t_{jl}|^2$ is nonnegative. The trace of (1) gives

$$|L|-\operatorname{Tr}t^\dagger t=\operatorname{Tr}r^\dagger r\ge 0.$$

The trace of the second identity in (2), with $\operatorname{Tr}tt^\dagger=\operatorname{Tr}t^\dagger t$, gives

$$|R|-\operatorname{Tr}t^\dagger t=\operatorname{Tr}r'r'^\dagger\ge 0.$$

Together these are $0\le\operatorname{Tr}t^\dagger t\le\min(|L|,|R|)$.

**Equal totals in both directions.** The traces of (1) and of the first identity in (2) are both $|L|$:

$$\operatorname{Tr}r^\dagger r+\operatorname{Tr}t^\dagger t=\operatorname{Tr}rr^\dagger+\operatorname{Tr}t't'^\dagger.$$

The reflection terms are equal by cyclicity, so $\operatorname{Tr}t^\dagger t=\operatorname{Tr}t'^\dagger t'$. Time-reversal symmetry is not used.

**Full transmission.** By the trace of (1), $\operatorname{Tr}t^\dagger t=|L|$ holds exactly when $\operatorname{Tr}r^\dagger r=0$. That trace is the sum of all $|r_{kl}|^2$ with $k,l\in L$, so it vanishes exactly when $r=0$.

**An explicit family.** Take equally many channels on both sides, with $r=r'=\cos\theta\,1$ and $t=t'=i\sin\theta\,1$. The diagonal blocks of $S^\dagger S$ are $(\cos^2\theta+\sin^2\theta)1=1$. The off-diagonal blocks are $(i\cos\theta\sin\theta-i\sin\theta\cos\theta)1=0$. So $S$ is unitary for every real $\theta$. All eigenvalues of $t^\dagger t=\sin^2\theta\,1$ equal $\sin^2\theta$, which takes every value in $[0,1]$ as $\theta$ varies.

For non-interacting electrons in phase-coherent linear response at zero temperature, the two-terminal conductance is $e^2/h$ times $\operatorname{Tr}t^\dagger t$, with spin counted among the channels, so the trace bound caps it at $e^2/h$ per channel of the narrower lead. In a simulation of such a conductor with finitely many flux-normalised channels, a transmission eigenvalue outside $[0,1]$ by more than numerical error shows that the computed $S$ is not unitary.

## The Lean file and what its theorems say

```lean
import Mathlib

open Matrix
open scoped ComplexOrder

namespace ScatteringUnitarity

variable {L R : Type*} [Fintype L] [Fintype R] [DecidableEq L] [DecidableEq R]

/-- The scattering matrix of a two-lead conductor: `r` and `t` are the reflection and
transmission blocks for waves incoming from the left, `r'` and `t'` those for waves incoming
from the right. -/
def scatteringMatrix (r : Matrix L L ℂ) (t' : Matrix L R ℂ) (t : Matrix R L ℂ)
    (r' : Matrix R R ℂ) : Matrix (L ⊕ R) (L ⊕ R) ℂ :=
  fromBlocks r t' t r'

variable {r : Matrix L L ℂ} {t' : Matrix L R ℂ} {t : Matrix R L ℂ} {r' : Matrix R R ℂ}

/-- For a unitary scattering matrix, reflection and transmission of waves incoming from the
left add up to the identity on the left channels. -/
theorem incoming_flux (hS : scatteringMatrix r t' t r' ∈ unitaryGroup (L ⊕ R) ℂ) :
    rᴴ * r + tᴴ * t = 1 := by
  have h := mem_unitaryGroup_iff'.1 hS
  rw [scatteringMatrix, star_eq_conjTranspose, fromBlocks_conjTranspose,
    fromBlocks_multiply, ← fromBlocks_one] at h
  exact (fromBlocks_inj.1 h).1

/-- For a unitary scattering matrix, the blocks that feed the outgoing channels of each lead
satisfy a sum rule of their own. -/
theorem outgoing_flux (hS : scatteringMatrix r t' t r' ∈ unitaryGroup (L ⊕ R) ℂ) :
    r * rᴴ + t' * t'ᴴ = 1 ∧ t * tᴴ + r' * r'ᴴ = 1 := by
  have h := mem_unitaryGroup_iff.1 hS
  rw [scatteringMatrix, star_eq_conjTranspose, fromBlocks_conjTranspose,
    fromBlocks_multiply, ← fromBlocks_one] at h
  have h' := fromBlocks_inj.1 h
  exact ⟨h'.1, h'.2.2.2⟩

/-- An eigenvalue of a positive semidefinite matrix, belonging to a nonzero eigenvector,
is real and nonnegative. -/
theorem eigenvalue_nonneg {n : Type*} [Fintype n] {A : Matrix n n ℂ}
    (hA : A.PosSemidef) {v : n → ℂ} {μ : ℂ}
    (hv : v ≠ 0) (h : A *ᵥ v = μ • v) : 0 ≤ μ := by
  have hN : 0 < star v ⬝ᵥ v :=
    lt_of_le_of_ne (dotProduct_star_self_nonneg v)
      (Ne.symm (mt dotProduct_star_self_eq_zero.1 hv))
  -- The quadratic form `v† A v` is nonnegative; it equals the eigenvalue times the squared norm.
  have hE := hA.dotProduct_mulVec_nonneg v
  rw [h, dotProduct_smul, smul_eq_mul] at hE
  obtain ⟨hr, hi⟩ := Complex.pos_iff.1 hN
  obtain ⟨a, b⟩ := Complex.nonneg_iff.1 hE
  rw [Complex.mul_re, ← hi] at a
  rw [Complex.mul_im, ← hi] at b
  refine Complex.nonneg_iff.2 ⟨?_, ?_⟩
  · exact le_of_mul_le_mul_right (by linarith : 0 * (star v ⬝ᵥ v).re ≤ _) hr
  · have h0 : μ.im * (star v ⬝ᵥ v).re = 0 := by linarith
    exact ((mul_eq_zero.1 h0).resolve_right hr.ne').symm

/-- For a unitary scattering matrix, `tᴴ t` and `1 - tᴴ t` are positive semidefinite, every
eigenvalue of `tᴴ t` is real and lies between 0 and 1, and the total transmission `Tr tᴴ t`
is real, nonnegative and at most the number of channels in the smaller lead. -/
theorem transmission_bounds (hS : scatteringMatrix r t' t r' ∈ unitaryGroup (L ⊕ R) ℂ) :
    (tᴴ * t).PosSemidef ∧ (1 - tᴴ * t).PosSemidef ∧
    (∀ (μ : ℂ) (v : L → ℂ), v ≠ 0 → (tᴴ * t) *ᵥ v = μ • v → 0 ≤ μ ∧ μ ≤ 1) ∧
    0 ≤ (tᴴ * t).trace ∧
    (tᴴ * t).trace ≤ ((min (Fintype.card L) (Fintype.card R) : ℕ) : ℂ) := by
  have hT : (tᴴ * t).PosSemidef := posSemidef_conjTranspose_mul_self t
  -- What is not transmitted is reflected.
  have hR : (1 - tᴴ * t).PosSemidef := by
    rw [← eq_sub_of_add_eq (incoming_flux hS)]
    exact posSemidef_conjTranspose_mul_self r
  refine ⟨hT, hR, ?_, hT.trace_nonneg, ?_⟩
  · intro μ v hv h
    refine ⟨eigenvalue_nonneg hT hv h, sub_nonneg.1 (eigenvalue_nonneg hR hv ?_)⟩
    rw [sub_mulVec, one_mulVec, h, sub_smul, one_smul]
  · have hL : (tᴴ * t).trace ≤ (Fintype.card L : ℂ) := by
      have h := hR.trace_nonneg
      rw [trace_sub, trace_one] at h
      exact sub_nonneg.1 h
    -- The bound by the right lead comes from the outgoing channels there.
    have hR' : (tᴴ * t).trace ≤ (Fintype.card R : ℂ) := by
      have h := (posSemidef_self_mul_conjTranspose r').trace_nonneg
      rw [eq_sub_of_add_eq' (outgoing_flux hS).2, trace_sub, trace_one,
        trace_mul_comm t tᴴ] at h
      exact sub_nonneg.1 h
    rcases min_choice (Fintype.card L) (Fintype.card R) with h | h
    · rw [h]
      exact hL
    · rw [h]
      exact hR'

/-- For a unitary scattering matrix, the total transmission from left to right equals the
total transmission from right to left. -/
theorem total_transmission_symmetric
    (hS : scatteringMatrix r t' t r' ∈ unitaryGroup (L ⊕ R) ℂ) :
    (tᴴ * t).trace = (t'ᴴ * t').trace := by
  have h1 := congrArg trace (incoming_flux hS)
  have h2 := congrArg trace (outgoing_flux hS).1
  rw [trace_add] at h1 h2
  rw [trace_mul_comm r rᴴ, trace_mul_comm t' t'ᴴ] at h2
  linear_combination h1 - h2

/-- For a unitary scattering matrix, the total transmission equals the number of left channels
exactly when nothing is reflected back into the left lead. -/
theorem full_transmission_iff
    (hS : scatteringMatrix r t' t r' ∈ unitaryGroup (L ⊕ R) ℂ) :
    (tᴴ * t).trace = (Fintype.card L : ℂ) ↔ r = 0 := by
  have h := congrArg trace (incoming_flux hS)
  rw [trace_add, trace_one] at h
  rw [← trace_conjTranspose_mul_self_eq_zero_iff (A := r)]
  constructor
  · intro e
    linear_combination h - e
  · intro e
    linear_combination h - e

/-- A beam splitter acting on each pair of channels, with reflection amplitude `cos θ` and
transmission amplitude `i sin θ`, has a unitary scattering matrix. -/
theorem beamSplitter_witness (θ : ℝ) :
    scatteringMatrix ((Real.cos θ : ℂ) • (1 : Matrix L L ℂ))
      ((Complex.I * (Real.sin θ : ℂ)) • (1 : Matrix L L ℂ))
      ((Complex.I * (Real.sin θ : ℂ)) • (1 : Matrix L L ℂ))
      ((Real.cos θ : ℂ) • (1 : Matrix L L ℂ)) ∈ unitaryGroup (L ⊕ L) ℂ := by
  have h := Real.cos_sq_add_sin_sq θ
  generalize Real.cos θ = c at h ⊢
  generalize Real.sin θ = s at h ⊢
  have hcs : (c : ℂ) ^ 2 + (s : ℂ) ^ 2 = 1 := by exact_mod_cast h
  have hc : star (c : ℂ) = c := Complex.conj_ofReal c
  have hs : star (Complex.I * (s : ℂ)) = -(Complex.I * s) := by simp
  rw [mem_unitaryGroup_iff', scatteringMatrix, star_eq_conjTranspose,
    fromBlocks_conjTranspose, fromBlocks_multiply, ← fromBlocks_one, fromBlocks_inj]
  simp only [conjTranspose_smul, conjTranspose_one, Matrix.smul_mul, Matrix.mul_smul,
    Matrix.one_mul, smul_smul, ← add_smul, hc, hs]
  -- Diagonal blocks give cos² + sin² = 1, off-diagonal blocks cancel.
  refine ⟨?_, ?_, ?_, ?_⟩
  · convert one_smul ℂ (1 : Matrix L L ℂ) using 2
    linear_combination hcs - (s : ℂ) ^ 2 * Complex.I_sq
  · convert zero_smul ℂ (1 : Matrix L L ℂ) using 2
    ring
  · convert zero_smul ℂ (1 : Matrix L L ℂ) using 2
    ring
  · convert one_smul ℂ (1 : Matrix L L ℂ) using 2
    linear_combination hcs - (s : ℂ) ^ 2 * Complex.I_sq

end ScatteringUnitarity
```

```lean
#print axioms ScatteringUnitarity.transmission_bounds
-- 'ScatteringUnitarity.transmission_bounds' depends on axioms: [propext, Classical.choice, Quot.sound]
#print axioms ScatteringUnitarity.total_transmission_symmetric
-- 'ScatteringUnitarity.total_transmission_symmetric' depends on axioms: [propext, Classical.choice, Quot.sound]
#print axioms ScatteringUnitarity.full_transmission_iff
-- 'ScatteringUnitarity.full_transmission_iff' depends on axioms: [propext, Classical.choice, Quot.sound]
```

The types `L` and `R` are the channel sets. They are finite and otherwise arbitrary, and either may be empty. A `Matrix R L ℂ` has rows labelled by `R` and columns by `L`, so `t` takes left amplitudes to right amplitudes, and the types rule out confusing it with `t'` when the leads differ. The sum type `L ⊕ R` labels all channels together, and `scatteringMatrix` assembles the four blocks in the order `r t' t r'`, which reads $S$ row by row. The symbol `ᴴ` is the conjugate transpose, written $\dagger$ above.

The physics enters through the hypothesis `hS`, which says that the assembled matrix belongs to `unitaryGroup (L ⊕ R) ℂ`. It stands for conservation of current between open channels at one energy. If the amplitudes were those of plane waves without the velocity factors, and the channels had different speeds, current conservation would be a weighted condition that does not guarantee unitarity, so the theorems could not be applied to that matrix on the strength of current conservation alone.

The central theorem, `transmission_bounds`, has five conclusions:

- `tᴴ * t` is positive semidefinite.
- `1 - tᴴ * t` is positive semidefinite.
- Whenever `v ≠ 0` and `(tᴴ * t) *ᵥ v = μ • v`, we have `0 ≤ μ ∧ μ ≤ 1`. The vector need not be normalised.
- The trace of `tᴴ * t` is nonnegative.
- That trace is at most the smaller of the two channel numbers, which is taken as a natural number and then read as a complex one.

The inequalities are between complex numbers. With `ComplexOrder` open, $z\le w$ means that the real parts are ordered and the imaginary parts agree. So `0 ≤ μ` says that $\mu$ is real as well as nonnegative, although `μ` is introduced as an arbitrary complex number. The trace bounds carry the same information about the trace.

Two further theorems take the same hypothesis. `total_transmission_symmetric` equates the totals from the two sides; it does not relate individual matrix elements of `t` and `t'`. `full_transmission_iff` says that the total equals the number of left channels exactly when `r = 0`. Combined with the trace bound, this means that `r ≠ 0` whenever the left lead has more channels than the right one: some wave coming in from the left is then at least partly reflected. In fact some wave is fully reflected, because `t` has more columns than rows and so $tv=0$ for some $v\neq 0$; the file does not prove this stronger statement. `beamSplitter_witness` states the unitarity of the explicit family, with `L` labelling the channels of both leads.

The model leaves out absorption, inelastic scattering, evanescent channels and infinitely many channels. The Schrödinger equation does not appear in the file, nor does the conductance formula quoted above.

## From block products to trace inequalities in Lean

`incoming_flux` is identity (1). The lemma `mem_unitaryGroup_iff'` turns membership in the unitary group into $S^\dagger S=1$. The rewrites then take the adjoint block by block, multiply the blocks, and write the identity as a block matrix too. `fromBlocks_inj` says that equal block matrices have equal blocks, and the first of the four equations is the one wanted. `outgoing_flux` does the same with $SS^\dagger=1$ and keeps the first and the last equation, which are the identities (2).

`eigenvalue_nonneg` treats any positive semidefinite matrix $A$ with $Av=\mu v$ and $v\ne0$. Its first step, `hN`, is $\|v\|^2>0$. Its second, `hE`, is $v^\dagger Av\ge0$, which the eigenvalue equation turns into $\mu\|v\|^2\ge0$. By hand one divides by $\|v\|^2$ at this point. Lean separates real and imaginary parts: the real part gives $\operatorname{Re}\mu\,\|v\|^2\ge0$ and hence $\operatorname{Re}\mu\ge0$, while the imaginary part gives $\operatorname{Im}\mu\,\|v\|^2=0$ and hence $\operatorname{Im}\mu=0$.

In `transmission_bounds`, `hT` holds because any matrix of the form $t^\dagger t$ is positive semidefinite. For `hR`, identity (1) replaces $1-t^\dagger t$ by $r^\dagger r$, which has the same form. The eigenvalue lemma is then used twice: with `hT` it gives $0\le\mu$, and with `hR` it gives $0\le1-\mu$, once $(1-t^\dagger t)v=(1-\mu)v$ has been verified.

The trace bound comes in two halves. `hL` takes the trace of the positive semidefinite matrix $1-t^\dagger t$. `hR'` starts from $\operatorname{Tr}r'r'^\dagger\ge0$, replaces $r'r'^\dagger$ by $1-tt^\dagger$ using (2), and swaps the factors under the trace with `trace_mul_comm`. Since the minimum is one of the two channel numbers, `min_choice` splits the goal into two cases, and each is settled by one of the halves.

`total_transmission_symmetric` takes traces of (1) and of the first identity in (2), reorders the products cyclically, and subtracts; the subtraction is the line `linear_combination h1 - h2`. `full_transmission_iff` replaces `r = 0` by the equivalent condition $\operatorname{Tr}r^\dagger r=0$. After that, both directions follow from the trace of (1).

For the beam splitter, $\cos\theta$ and $\sin\theta$ are replaced by real numbers $c$ and $s$ of which only $c^2+s^2=1$ is remembered. Unitarity becomes four block equations. The two diagonal ones use this relation together with $i^2=-1$, and in the two off-diagonal ones the terms cancel, which `ring` confirms.
